# Sign changes count eigenvalues below a shift for tridiagonal matrices with off-diagonals −1 and nonzero shooting values

Take two sites with on-site energies $a_0,a_1$, coupled by $-1$, and let $s$ be a trial energy. If $q_0=a_0-s$ is nonzero, completing the square gives

$$(a_0-s)x_0^2-2x_0x_1+(a_1-s)x_1^2=q_0\Big(x_0-\frac{x_1}{q_0}\Big)^2+q_1x_1^2,\qquad q_1=a_1-s-\frac1{q_0}.$$

For $a_0=a_1=0$ and $s=\tfrac12$ the pivots are $q_0=-\tfrac12$ and $q_1=\tfrac32$. One is negative, and one of the eigenvalues $\pm1$ lies below $\tfrac12$.

## The energy form as squares weighted by pivots

Let $T$ be the real $n\times n$ tridiagonal matrix with diagonal $a_0,\dots,a_{n-1}$ and off-diagonals $-1$. Define the shooting solution by

$$u_0=0,\quad u_1=1,\quad u_{i+2}=(a_i-s)u_{i+1}-u_i .$$

Site $i$ carries the value $u_{i+1}$. Assume that $u_1,\dots,u_{n+1}$ are nonzero, put $q_i=u_{i+2}/u_{i+1}$, and set $x_n=0$. Then

$$\langle x,(T-s)x\rangle=\sum_{i=0}^{n-1}q_i\Big(x_i-\frac{x_{i+1}}{q_i}\Big)^2 .$$

Under the same assumption, the number of eigenvalues of $T$ below $s$, with multiplicity, equals the number of indices $0\le i<n$ with $u_{i+1}u_{i+2}<0$. The last comparison uses $u_{n+1}$, which lies one site beyond the chain.

## Bisection and node counting

A bisection eigensolver can use this count to locate eigenvalues without computing eigenvectors: for two admissible shifts $s_1<s_2$, the difference of the counts is the number of eigenvalues in $[s_1,s_2)$. In electronic structure, the same count tells a shooting code how many levels lie below a trial energy, here for a finite, non-interacting chain with open ends and uniform coupling.

The value $-1$ sets the energy unit: a uniform hopping $-t$ with $t>0$ is brought to this form by dividing all energies by $t$. The nonzero condition also has a physical reading. Since $u_{k+1}$ is the determinant of the leading $k\times k$ block of $T-s$, it says that $s$ is not a level of the chain or of any shorter chain made of its first sites.

## Completing the squares, then comparing signs

The matrix couples each neighbouring pair twice, so

$$\langle x,(T-s)x\rangle=\sum_{i=0}^{n-1}\big[(a_i-s)x_i^2-2x_ix_{i+1}\big].$$

Write $r_i=u_i/u_{i+1}$. Dividing the recursion by $u_{i+1}$ gives $q_i=a_i-s-r_i$, and by definition $r_{i+1}=1/q_i$. Therefore

$$\begin{aligned}
q_i\Big(x_i-\frac{x_{i+1}}{q_i}\Big)^2
&=q_ix_i^2-2x_ix_{i+1}+\frac{x_{i+1}^2}{q_i}\\
&=(a_i-s)x_i^2-2x_ix_{i+1}+\big(r_{i+1}x_{i+1}^2-r_ix_i^2\big).
\end{aligned}$$

Summed over $i$, the last bracket telescopes to $r_nx_n^2-r_0x_0^2$. This vanishes because $x_n=0$ and $r_0=0$, which proves the identity.

A quotient of nonzero numbers is negative exactly when their product is, so negative pivots correspond to sign changes of $u$.

For the eigenvalues, let $v_j$ be orthonormal eigenvectors of $T$ with eigenvalues $\lambda_j$. Expanding the scalar product in this basis and using the symmetry of $T$,

$$\langle x,(T-s)x\rangle=\sum_j(v_j\cdot x)\,\big(v_j\cdot(T-s)x\big)=\sum_j(\lambda_j-s)(v_j\cdot x)^2 .$$

The same form now has two diagonal expressions. To compare their signs, suppose that $\sum_i d_i(Ax)_i^2=\sum_i e_i(Bx)_i^2$ for all $x$, where $A$ and $B$ are linear and $Ax=0$ implies $x=0$. Let $N_d$ and $N_e$ be the numbers of negative weights. Impose $(Bx)_i=0$ wherever $e_i<0$, and $(Ax)_i=0$ wherever $d_i\ge0$. The right side is then nonnegative and the left side nonpositive, so both vanish. Every term with $d_i<0$ must vanish too, hence $Ax=0$ and $x=0$. These $N_e+n-N_d$ linear conditions thus have only the zero solution in $n$ dimensions, so $n\le N_e+n-N_d$, that is, $N_d\le N_e$.

Both coordinate sets determine $x$. If all $v_j\cdot x$ vanish, so does $x$. If all $x_i-x_{i+1}/q_i$ vanish, back substitution from $x_n=0$ gives $x=0$. Applying the comparison in both directions gives equality of the counts.

## The Lean file

```lean
import Mathlib

open Matrix

namespace SturmPivots

noncomputable section

/-- The tridiagonal Hamiltonian on `n` sites with on-site energies `a i` and hopping `-1`. -/
def hamiltonian (a : ℕ → ℝ) (n : ℕ) : Matrix (Fin n) (Fin n) ℝ :=
  Matrix.of fun i j => (if i = j then a i else 0)
    - (if (i : ℕ) + 1 = j then 1 else 0) - (if (j : ℕ) + 1 = i then 1 else 0)

/-- The shooting solution at energy `s`, started from `u 0 = 0` and `u 1 = 1`;
site `i` of the chain carries the value `u (i + 1)`. -/
def shoot (a : ℕ → ℝ) (s : ℝ) : ℕ → ℝ
  | 0 => 0
  | 1 => 1
  | k + 2 => (a k - s) * shoot a s (k + 1) - shoot a s k

/-- The pivot at site `i`, the ratio of successive shooting values; its domain is
`shoot a s (i + 1) ≠ 0`. -/
def pivot (a : ℕ → ℝ) (s : ℝ) (i : ℕ) : ℝ := shoot a s (i + 2) / shoot a s (i + 1)

/-- The amplitude at site `k`, set to zero beyond the end of the chain. -/
def pad {n : ℕ} (x : Fin n → ℝ) (k : ℕ) : ℝ := if h : k < n then x ⟨k, h⟩ else 0

/-- The coordinates `x i - x (i + 1) / q i` in which the energy form is diagonal;
their domain is that all pivots `q i` are defined and nonzero. -/
def reduced (a : ℕ → ℝ) (s : ℝ) (n : ℕ) : (Fin n → ℝ) →ₗ[ℝ] (Fin n → ℝ) where
  toFun x i := x i - pad x (i + 1) / pivot a s i
  map_add' x y := by
    ext i
    simp only [pad, Pi.add_apply]
    split_ifs <;> ring
  map_smul' c x := by
    ext i
    simp only [pad, Pi.smul_apply, smul_eq_mul, RingHom.id_apply]
    split_ifs <;> ring

/-- The tridiagonal Hamiltonian is Hermitian. -/
theorem hamiltonian_isHermitian (a : ℕ → ℝ) (n : ℕ) : (hamiltonian a n).IsHermitian := by
  refine Matrix.IsHermitian.ext fun i j => ?_
  rcases eq_or_ne i j with rfl | h
  · exact star_trivial _
  · simp only [hamiltonian, Matrix.of_apply, star_trivial, if_neg h, if_neg h.symm]
    ring

/-- The energy form of `T - s` is a sum of on-site terms and nearest-neighbour couplings. -/
theorem energy_eq (a : ℕ → ℝ) (s : ℝ) {n : ℕ} (x : Fin n → ℝ) :
    x ⬝ᵥ (hamiltonian a n - s • (1 : Matrix (Fin n) (Fin n) ℝ)) *ᵥ x
      = ∑ i : Fin n, ((a i - s) * x i ^ 2 - 2 * (x i * pad x (i + 1))) := by
  have hop : ∀ k : ℕ, ∑ j : Fin n, (if k = (j : ℕ) then x j else 0) = pad x k := by
    intro k
    unfold pad
    split_ifs with h
    · rw [Finset.sum_eq_single (⟨k, h⟩ : Fin n)]
      · simp
      · intro j _ hj
        exact if_neg fun hk => hj (Fin.ext hk.symm)
      · simp
    · exact Finset.sum_eq_zero fun j _ => if_neg (by have := j.isLt; omega)
  have hR : ∑ i : Fin n, x i * pad x (i + 1)
      = ∑ i : Fin n, ∑ j : Fin n, (if (i : ℕ) + 1 = j then x i * x j else 0) := by
    simp only [← hop, Finset.mul_sum, mul_ite, mul_zero]
  have hL : ∑ i : Fin n, ∑ j : Fin n, (if (j : ℕ) + 1 = i then x i * x j else 0)
      = ∑ i : Fin n, x i * pad x (i + 1) := by
    rw [hR, Finset.sum_comm]
    refine Finset.sum_congr rfl fun i _ => Finset.sum_congr rfl fun j _ => ?_
    rw [mul_comm]
  have hD : ∀ i : Fin n, ∑ j : Fin n, (if i = j then a i * (x i * x j) else 0)
      = a i * x i ^ 2 := by
    intro i
    rw [Finset.sum_ite_eq, if_pos (Finset.mem_univ i)]
    ring
  have hT : x ⬝ᵥ hamiltonian a n *ᵥ x = ∑ i : Fin n, ∑ j : Fin n,
      ((if i = j then a i * (x i * x j) else 0)
        - (if (i : ℕ) + 1 = j then x i * x j else 0)
        - (if (j : ℕ) + 1 = i then x i * x j else 0)) := by
    simp only [dotProduct, Matrix.mulVec, Finset.mul_sum]
    refine Finset.sum_congr rfl fun i _ => Finset.sum_congr rfl fun j _ => ?_
    simp only [hamiltonian, Matrix.of_apply]
    split_ifs <;> ring
  have hS : ∑ i : Fin n, ((a i - s) * x i ^ 2 - 2 * (x i * pad x (i + 1)))
      = ∑ i : Fin n, a i * x i ^ 2 - s * ∑ i : Fin n, x i * x i
        - 2 * ∑ i : Fin n, x i * pad x (i + 1) := by
    rw [Finset.mul_sum, Finset.mul_sum, ← Finset.sum_sub_distrib, ← Finset.sum_sub_distrib]
    exact Finset.sum_congr rfl fun i _ => by ring
  rw [Matrix.sub_mulVec, Matrix.smul_mulVec, Matrix.one_mulVec, dotProduct_sub,
    dotProduct_smul, hT, hS]
  simp only [Finset.sum_sub_distrib, hL, hD]
  rw [← hR]
  simp only [smul_eq_mul, dotProduct]
  ring

/-- If the shooting values `u 1, ..., u (n + 1)` are nonzero, the energy form of `T - s` is a
sum of squares weighted by the pivots. -/
theorem energy_eq_sum_pivots (a : ℕ → ℝ) (s : ℝ) {n : ℕ}
    (hu : ∀ k ≤ n, shoot a s (k + 1) ≠ 0) (x : Fin n → ℝ) :
    x ⬝ᵥ (hamiltonian a n - s • (1 : Matrix (Fin n) (Fin n) ℝ)) *ᵥ x
      = ∑ i : Fin n, pivot a s i * (x i - pad x (i + 1) / pivot a s i) ^ 2 := by
  -- the boundary terms left by completing the squares telescope
  have tel := Finset.sum_range_sub
    (fun k => shoot a s k / shoot a s (k + 1) * pad x k ^ 2) n
  rw [Finset.sum_range] at tel
  have h0 : shoot a s 0 = 0 := rfl
  have hn : pad x n = 0 := dif_neg (lt_irrefl n)
  have term : ∀ i : Fin n, pivot a s i * (x i - pad x (i + 1) / pivot a s i) ^ 2
      = ((a i - s) * x i ^ 2 - 2 * (x i * pad x (i + 1)))
        + (shoot a s (i + 1) / shoot a s (i + 1 + 1) * pad x (i + 1) ^ 2
          - shoot a s i / shoot a s (i + 1) * pad x i ^ 2) := by
    intro i
    have h1 : shoot a s (i + 1) ≠ 0 := hu i i.isLt.le
    have h2 : shoot a s (i + 1 + 1) ≠ 0 := hu (i + 1) i.isLt
    have hx : pad x i = x i := dif_pos i.isLt
    have hq : pivot a s i = (a i - s) - shoot a s i / shoot a s (i + 1) := by
      unfold pivot
      rw [show shoot a s (i + 2) = (a i - s) * shoot a s (i + 1) - shoot a s i from rfl,
        sub_div, mul_div_cancel_right₀ _ h1]
    have hw : pivot a s i * (shoot a s (i + 1) / shoot a s (i + 1 + 1)) = 1 := by
      change shoot a s (i + 1 + 1) / shoot a s (i + 1) * _ = 1
      field_simp
    have hd : pad x (i + 1) / pivot a s i
        = pad x (i + 1) * (shoot a s (i + 1) / shoot a s (i + 1 + 1)) := by
      unfold pivot
      rw [div_div_eq_mul_div, mul_div_assoc]
    rw [hd, hx]
    linear_combination (pad x (i + 1) ^ 2 * (shoot a s (i + 1) / shoot a s (i + 1 + 1))
      - 2 * x i * pad x (i + 1)) * hw + x i ^ 2 * hq
  rw [energy_eq, Finset.sum_congr rfl fun i _ => term i, Finset.sum_add_distrib, tel, h0, hn]
  ring

/-- A pivot is negative exactly when the shooting solution changes sign across the bond. -/
theorem pivot_neg_iff (a : ℕ → ℝ) (s : ℝ) (i : ℕ) :
    pivot a s i < 0 ↔ shoot a s (i + 1) * shoot a s (i + 2) < 0 := by
  rw [pivot, div_neg_iff, mul_neg_iff]
  tauto

/-- Inertia comparison: if two weighted sums of squares agree and the first coordinates
determine the vector, the first has no more negative weights than the second. -/
theorem inertia_le {n : ℕ} (A B : (Fin n → ℝ) →ₗ[ℝ] (Fin n → ℝ)) (d e : Fin n → ℝ)
    (hA : ∀ x, A x = 0 → x = 0)
    (h : ∀ x, ∑ i, d i * (A x i) ^ 2 = ∑ i, e i * (B x i) ^ 2) :
    (Finset.univ.filter fun i => d i < 0).card
      ≤ (Finset.univ.filter fun i => e i < 0).card := by
  let F : (Fin n → ℝ) →ₗ[ℝ] ({i // e i < 0} → ℝ) × ({i // ¬ d i < 0} → ℝ) :=
    ((LinearMap.funLeft ℝ ℝ Subtype.val).comp B).prod
      ((LinearMap.funLeft ℝ ℝ Subtype.val).comp A)
  -- a vector killed by `F` has energy both nonnegative and nonpositive
  have hF : Function.Injective F := by
    refine (injective_iff_map_eq_zero F).2 fun x hx => hA x ?_
    have hB : ∀ i, e i < 0 → B x i = 0 := fun i hi =>
      congrFun (congrArg Prod.fst hx) ⟨i, hi⟩
    have hA' : ∀ i, ¬ d i < 0 → A x i = 0 := fun i hi =>
      congrFun (congrArg Prod.snd hx) ⟨i, hi⟩
    have h1 : 0 ≤ ∑ i, e i * (B x i) ^ 2 := by
      refine Finset.sum_nonneg fun i _ => ?_
      by_cases hi : e i < 0
      · simp [hB i hi]
      · exact mul_nonneg (not_lt.1 hi) (sq_nonneg _)
    have h2 : ∀ i ∈ Finset.univ, d i * (A x i) ^ 2 ≤ 0 := by
      intro i _
      by_cases hi : d i < 0
      · exact mul_nonpos_of_nonpos_of_nonneg hi.le (sq_nonneg _)
      · simp [hA' i hi]
    have h3 := (Finset.sum_eq_zero_iff_of_nonpos h2).1
      (le_antisymm (Finset.sum_nonpos h2) (by rw [h]; exact h1))
    funext i
    by_cases hi : d i < 0
    · simpa [hi.ne] using h3 i (Finset.mem_univ i)
    · exact hA' i hi
  have hc := LinearMap.finrank_le_finrank_of_injective hF
  have hn := Fintype.card_subtype_le (fun i => d i < 0)
  simp only [Module.finrank_prod, Module.finrank_fintype_fun_eq_card] at hc
  rw [Fintype.card_subtype_compl] at hc
  simp only [Fintype.card_subtype, Fintype.card_fin] at hc hn
  omega

/-- The overlap of two real vectors is the sum of products of their components along the
orthonormal eigenvectors of a Hermitian matrix. -/
theorem overlap_eq {n : ℕ} {A : Matrix (Fin n) (Fin n) ℝ} (hA : A.IsHermitian)
    (x y : Fin n → ℝ) : x ⬝ᵥ y = ∑ i, ((hA.eigenvectorBasis i).ofLp ⬝ᵥ x)
      * ((hA.eigenvectorBasis i).ofLp ⬝ᵥ y) := by
  have h := hA.eigenvectorBasis.sum_inner_mul_inner (WithLp.toLp 2 x) (WithLp.toLp 2 y)
  simp only [EuclideanSpace.inner_eq_star_dotProduct, star_trivial] at h
  rw [dotProduct_comm x y, ← h]
  exact Finset.sum_congr rfl fun i _ => by rw [dotProduct_comm y]

/-- The energy form of `A - s` is the sum of squared eigenvector components weighted by the
eigenvalues measured from `s`. -/
theorem energy_eq_sum_eigenvalues {n : ℕ} {A : Matrix (Fin n) (Fin n) ℝ}
    (hA : A.IsHermitian) (s : ℝ) (x : Fin n → ℝ) :
    x ⬝ᵥ (A - s • (1 : Matrix (Fin n) (Fin n) ℝ)) *ᵥ x
      = ∑ i, (hA.eigenvalues i - s) * ((hA.eigenvectorBasis i).ofLp ⬝ᵥ x) ^ 2 := by
  have hsym : Aᵀ = A := by
    have h := hA.eq
    rwa [Matrix.conjTranspose_eq_transpose_of_trivial] at h
  rw [overlap_eq hA]
  refine Finset.sum_congr rfl fun i _ => ?_
  rw [Matrix.sub_mulVec, Matrix.smul_mulVec, Matrix.one_mulVec, dotProduct_sub,
    dotProduct_smul, Matrix.dotProduct_mulVec, ← Matrix.mulVec_transpose, hsym,
    hA.mulVec_eigenvectorBasis, smul_dotProduct]
  simp only [smul_eq_mul]
  ring

/-- Sturm count: if the shooting values `u 1, ..., u (n + 1)` at energy `s` are nonzero, the
number of eigenvalues of `T` below `s`, with multiplicity, is the number of sign changes
among them. -/
theorem card_eigenvalues_lt_eq_nodes (a : ℕ → ℝ) (s : ℝ) {n : ℕ}
    (hu : ∀ k ≤ n, shoot a s (k + 1) ≠ 0) :
    (Finset.univ.filter fun i => (hamiltonian_isHermitian a n).eigenvalues i < s).card
      = (Finset.univ.filter fun i : Fin n =>
          shoot a s (i + 1) * shoot a s (i + 2) < 0).card := by
  have hT := hamiltonian_isHermitian a n
  let E : (Fin n → ℝ) →ₗ[ℝ] (Fin n → ℝ) :=
    Matrix.mulVecLin (Matrix.of fun i => (hT.eigenvectorBasis i).ofLp)
  have hE : ∀ x, E x = 0 → x = 0 := by
    intro x hx
    have hi : ∀ i, (hT.eigenvectorBasis i).ofLp ⬝ᵥ x = 0 := fun i => congrFun hx i
    refine dotProduct_self_eq_zero.1 ?_
    rw [overlap_eq hT]
    exact Finset.sum_eq_zero fun i _ => by rw [hi i, zero_mul]
  -- back substitution from the end of the chain
  have hP : ∀ x, reduced a s n x = 0 → x = 0 := by
    intro x hx
    have back : ∀ m k : ℕ, n ≤ k + m → pad x k = 0 := by
      intro m
      induction m with
      | zero => exact fun k hk => dif_neg (by omega)
      | succ m ih =>
        intro k hk
        by_cases h : k < n
        · have h1 : x ⟨k, h⟩ - pad x (k + 1) / pivot a s k = 0 := congrFun hx ⟨k, h⟩
          rw [ih (k + 1) (by omega), zero_div, sub_zero] at h1
          exact (dif_pos h).trans h1
        · exact dif_neg h
    funext i
    exact (dif_pos i.isLt).symm.trans (back n i (by omega))
  have hform : ∀ x, ∑ i : Fin n, pivot a s i * (reduced a s n x i) ^ 2
      = ∑ i, (hT.eigenvalues i - s) * (E x i) ^ 2 := fun x =>
    (energy_eq_sum_pivots a s hu x).symm.trans (energy_eq_sum_eigenvalues hT s x)
  -- compare the two diagonal forms in both directions
  have hcount := le_antisymm
    (inertia_le E (reduced a s n) (fun i => hT.eigenvalues i - s) (fun i => pivot a s i)
      hE fun x => (hform x).symm)
    (inertia_le (reduced a s n) E (fun i => pivot a s i) (fun i => hT.eigenvalues i - s)
      hP hform)
  have e1 : (Finset.univ.filter fun i => hT.eigenvalues i < s)
      = Finset.univ.filter fun i => hT.eigenvalues i - s < 0 :=
    Finset.filter_congr fun i _ => by constructor <;> intro h <;> linarith
  have e2 : (Finset.univ.filter fun i : Fin n => shoot a s (i + 1) * shoot a s (i + 2) < 0)
      = Finset.univ.filter fun i : Fin n => pivot a s i < 0 :=
    Finset.filter_congr fun i _ => (pivot_neg_iff a s i).symm
  rw [e1, e2]
  exact hcount

end

end SturmPivots
```

```lean
#print axioms SturmPivots.card_eigenvalues_lt_eq_nodes
-- 'SturmPivots.card_eigenvalues_lt_eq_nodes' depends on axioms: [propext, Classical.choice, Quot.sound]
```

## How the Lean objects carry the argument

`hamiltonian a n` is $T$, `shoot a s k` is $u_k$, and `pivot a s i` is $q_i$. Sites are numbered from 0 by `Fin n`. The function `pad` extends a vector by zero past the last site, which encodes the open end. The hypothesis `hu` says that $u_1,\dots,u_{n+1}$ are nonzero.

The identity is `energy_eq_sum_pivots`. Its left side is the actual matrix form, expanded by `energy_eq` into on-site and neighbour terms. In the proof, `hq` is the divided recursion and `hw` says that $q_ir_{i+1}=1$; `linear_combination` combines them to complete each square, and `tel` supplies the telescoping sum.

The count is `card_eigenvalues_lt_eq_nodes`. Its left side counts indices of Mathlib's `eigenvalues`, so a repeated eigenvalue would be counted repeatedly. Its right side counts sign changes, which `pivot_neg_iff` translates into negative pivots. The spectral expansion is `energy_eq_sum_eigenvalues`, built on the basis expansion `overlap_eq`.

The sign comparison is `inertia_le`. Its map `F` collects the imposed linear conditions, and injectivity of `F` gives the dimension inequality. In the final proof, `E` produces the eigenvector components and `reduced` the completed-square coordinates; `hE` and `hP` show that each set determines the vector, the latter by back substitution. `le_antisymm` joins the two inequalities.

## Real numbers, uniform coupling and nonzero values

The theorems hold for every finite $n$ and all real on-site energies, provided that `hu` holds. They concern real numbers, so rounding, overflow of $u_i$ and the replacement of tiny pivots in a floating-point code need a separate error analysis. Site-dependent couplings, such as those a Lanczos run produces, and periodic chains are not covered.

The nodes counted are those of the shooting solution at a shift $s$ that is not an eigenvalue. The theorem therefore does not state how many nodes an eigenvector has, which is the usual content of an oscillation theorem.
